# For d = (1, i, 0), the triplet gap matrix D satisfies DD† = diag(4, 0)

The declaration `nonunitary_instance` concerns the 2 × 2 spin matrix D = (d · σ) iσ_y, which describes spin-triplet pairing, for the single fixed vector d = (1, i, 0). It states that D times its conjugate transpose is diag(4, 0), which is not a multiple of the identity, so the pairing is non-unitary. The vector is unnormalised, with |d|² = 2; dividing it by √2 would give diag(2, 0). The attempt first shows that D itself is diag(−2, 0), then substitutes this and checks the product entry by entry.

As first written in Lean, the proof fails:

```lean
import Mathlib

open Matrix ComplexConjugate
open Complex (I)

namespace TripletPairing

noncomputable section

/-- The Pauli matrix `σ_x`. -/
def sigmaX : Matrix (Fin 2) (Fin 2) ℂ := !![0, 1; 1, 0]

/-- The Pauli matrix `σ_y`. -/
def sigmaY : Matrix (Fin 2) (Fin 2) ℂ := !![0, -I; I, 0]

/-- The Pauli matrix `σ_z`. -/
def sigmaZ : Matrix (Fin 2) (Fin 2) ℂ := !![1, 0; 0, -1]

/-- The combination `v · σ` for a complex 3-vector `v`. -/
def pauliDot (v : Fin 3 → ℂ) : Matrix (Fin 2) (Fin 2) ℂ :=
  v 0 • sigmaX + v 1 • sigmaY + v 2 • sigmaZ

/-- The triplet gap matrix `D = (d · σ) i σ_y`. -/
def gap (d : Fin 3 → ℂ) : Matrix (Fin 2) (Fin 2) ℂ := pauliDot d * (I • sigmaY)

lemma pauliDot_eq (v : Fin 3 → ℂ) :
    pauliDot v = !![v 2, v 0 - I * v 1; v 0 + I * v 1, -v 2] := by
  ext i j
  fin_cases i <;> fin_cases j <;> simp [pauliDot, sigmaX, sigmaY, sigmaZ] <;> ring

lemma I_smul_sigmaY : I • sigmaY = !![0, 1; -1, 0] := by
  ext i j
  fin_cases i <;> fin_cases j <;> simp [sigmaY]

/-- The gap matrix written out in the spin basis. -/
theorem gap_eq (d : Fin 3 → ℂ) :
    gap d = !![-d 0 + I * d 1, d 2; d 2, d 0 + I * d 1] := by
  rw [gap, I_smul_sigmaY, pauliDot_eq]
  ext i j
  fin_cases i <;> fin_cases j <;> simp [Matrix.mul_apply, Fin.sum_univ_two]
  ring

/-- For `d = (1, i, 0)` the squared gap matrix is diagonal with entries 4 and 0. -/
theorem nonunitary_instance :
    gap ![1, I, 0] * (gap ![1, I, 0])ᴴ = !![4, 0; 0, 0] := by
  have hg : gap ![1, I, 0] = !![-2, 0; 0, 0] := by
    rw [gap_eq]
    ext i j
    fin_cases i <;> fin_cases j <;> simp <;> norm_num
  rw [hg]
  ext i j
  fin_cases i <;> fin_cases j <;> simp [Matrix.mul_apply, Fin.sum_univ_two] <;> norm_num

end

end TripletPairing
```

The error:

```
Main.lean:45:59: error: unsolved goals
case «0».«0»
hg : gap ![1, I, 0] = !![-2, 0; 0, 0]
⊢ 2 * (starRingEnd ℂ) 2 = 4
```

What went wrong. The message shows one entry left unproved, the upper left, where the goal has become `2 * (starRingEnd ℂ) 2 = 4`. Here `starRingEnd ℂ` is complex conjugation, so the goal is true: 2 is real and equals its own conjugate. But neither `simp` with the lemmas given nor the `norm_num` after it replaced the conjugate of 2 by 2, and with that term in the way the arithmetic could not be finished.

The repair proves the missing fact separately as `h2 : conj (2 : ℂ) = 2`, using `Complex.ext` to compare real and imaginary parts, each of which `simp` settles. With `h2` handed to the final `simp`, the conjugate disappears and `norm_num` can finish the arithmetic.

Running `norm_num` on its own line instead of after `<;>`, both here and in the proof of `hg`, is mere tidying, as is the new line break before `simp`.

The repair, with which the file compiles:

```diff
@@ -47,8 +47,13 @@
     rw [gap_eq]
     ext i j
-    fin_cases i <;> fin_cases j <;> simp <;> norm_num
+    fin_cases i <;> fin_cases j <;> simp
+    norm_num
+  have h2 : conj (2 : ℂ) = 2 := by
+    apply Complex.ext <;> simp
   rw [hg]
   ext i j
-  fin_cases i <;> fin_cases j <;> simp [Matrix.mul_apply, Fin.sum_univ_two] <;> norm_num
+  fin_cases i <;> fin_cases j <;>
+    simp [Matrix.mul_apply, Fin.sum_univ_two, h2]
+  norm_num
 
 end
```
